# The hafnian of a symmetric complex matrix as a signed sum of powers of its quadratic form

## Don't repeated indices spoil a sign sum for Wick pairings?

My code stalls when it lists Wick pairings one by one. For a product of 30 field operators in a zero-mean bosonic Gaussian state there are \(29!!\approx 6.2\times10^{15}\) of them. A colleague suggests summing over \(2^{30}\approx 1.1\times10^{9}\) sign vectors instead: put the contractions into a matrix \(A\), raise \(\sum_{ij}A_{ij}\delta_i\delta_j\) to the 15th power, and weight it by the product of all signs. But that power is full of terms in which an operator is contracted twice, or with itself. Why don't they ruin the answer?

## A repeated index leaves another one missing, and its sign cancels the term

They cancel exactly. Number the operators \(0,\dots,2n-1\), let each \(\delta_i=\pm1\), and write
\[
Q(\delta)=\sum_{i,j}A_{ij}\delta_i\delta_j,\qquad
P(A)=\sum_\sigma\prod_{k=0}^{n-1}A_{\sigma(2k),\sigma(2k+1)},
\]
with \(\sigma\) running over all permutations of the indices. Multiplying out the power means filling \(2n\) slots with indices in every possible way \(g\), repetitions included:
\[
Q(\delta)^n=\sum_g\Big(\prod_k A_{g(2k),g(2k+1)}\Big)\prod_s\delta_{g(s)} .
\]
After weighting and summing over signs, each \(g\) carries the factor
\[
S(g)=\sum_\delta\prod_i\delta_i\prod_s\delta_{g(s)} .
\]

- If \(g\) is a permutation, the two products are equal, so every summand is \(\prod_i\delta_i^2=1\) and \(S(g)=2^{2n}=4^n\).
- If \(g\) repeats an index, it misses some index \(i\), since there are as many slots as indices. Flipping \(\delta_i\) reverses the first product and leaves the second alone. The summands cancel in pairs, and \(S(g)=0\).

Therefore
\[
\sum_\delta\Big(\prod_i\delta_i\Big)Q(\delta)^n=4^nP(A).
\]

For symmetric \(A\), each pairing arises from \(2^n n!\) permutations: two orders within each pair and \(n!\) orders of the pairs. The hafnian is thus \(P(A)/(2^n n!)\), or the sign sum divided by \(8^n n!\).

### What the Lean statements say

`polarization` is the displayed identity for any matrix over any commutative ring `R`; symmetry is not assumed. If \(2=0\) in the ring and \(n\ge1\), it only says \(0=0\). Indices, which the comments call modes, have type `Fin (2 * n)`. A sign vector is a function `δ` into `ℤˣ`, the units \(\pm1\) of the integers, cast into `R`. The slots \(2k\) and \(2k+1\) are `left k` and `right k`, and \(P(A)\) is `orderedPairingSum A`.

`hafnian_eq_sign_sum` gives the prefactor \(1/(8^n n!)\) over a field of characteristic zero. The Lean `hafnian` accepts nonsymmetric matrices too, whereas the textbook name refers to symmetric ones. `hafnian_four` recovers the three Wick pairings for a symmetric \(4\times4\) matrix.

Two further theorems concern \(P(A)\): it ignores the diagonal (`orderedPairingSum_congr`), and replacing \(A_{ij}\) by \(x_iA_{ij}x_j\) multiplies it by \(\prod_i x_i\) (`orderedPairingSum_scale`).

The step to your problem is Wick's theorem itself, which equates the Gaussian expectation value with the hafnian of the contractions. Here it is an input. The contraction of two operators is here the expectation value of their product in the same Gaussian state. If they don't commute, take them in the order in which they stand in the full product, and set both \(A_{ij}\) and \(A_{ji}\) to that value; an operator that occurs twice gets two indices. With that input, the formula applies to products of an even number of bosonic field operators in zero-mean Gaussian states; a nonzero mean adds terms with unpaired operators, and fermions need the signs of a Pfaffian. The theorems are identities and say nothing about running time or rounding.

```lean
import Mathlib

open Finset Equiv

namespace HafnianPolarization

noncomputable section

variable {R : Type*} [CommRing R] {n : ℕ}

/-- The first slot, number `2k`, of the `k`-th pair. -/
def left (k : Fin n) : Fin (2 * n) := ⟨2 * k.val, by omega⟩

/-- The second slot, number `2k+1`, of the `k`-th pair. -/
def right (k : Fin n) : Fin (2 * n) := ⟨2 * k.val + 1, by omega⟩

/-- The sum over all orderings `σ` of the `2n` modes of the product of the pair
contractions `A (σ(2k)) (σ(2k+1))`. -/
def orderedPairingSum (A : Matrix (Fin (2 * n)) (Fin (2 * n)) R) : R :=
  ∑ σ : Perm (Fin (2 * n)), ∏ k : Fin n, A (σ (left k)) (σ (right k))

/-- The hafnian of a symmetric `2n × 2n` matrix over a field of characteristic zero:
the ordered pairing sum divided by `2^n n!`. -/
def hafnian {K : Type*} [Field K] (A : Matrix (Fin (2 * n)) (Fin (2 * n)) K) : K :=
  orderedPairingSum A / (2 ^ n * (n.factorial : K))

/-- Filling `2n` slots with modes is the same as choosing `n` ordered pairs of modes. -/
def pairEquiv (n : ℕ) (ι : Type*) : (Fin (2 * n) → ι) ≃ (Fin n → ι × ι) where
  toFun g k := (g (left k), g (right k))
  invFun p s := if s.val % 2 = 0 then (p ⟨s.val / 2, by omega⟩).1
    else (p ⟨s.val / 2, by omega⟩).2
  left_inv g := by
    funext s
    by_cases h : s.val % 2 = 0
    · have e : left (⟨s.val / 2, by omega⟩ : Fin n) = s :=
        Fin.ext (by simp only [left]; omega)
      simp only [h, if_true, e]
    · have e : right (⟨s.val / 2, by omega⟩ : Fin n) = s :=
        Fin.ext (by simp only [right]; omega)
      simp only [h, if_false, e]
  right_inv p := by
    funext k
    have h1 : (2 * k.val + 1) / 2 = k.val := by omega
    have h2 : (2 * k.val + 1) % 2 = 1 := by omega
    apply Prod.ext <;> simp [left, right, h1, h2]

/-- A product over all `2n` slots can be taken pair by pair. -/
theorem prod_pairs (h : Fin (2 * n) → R) :
    ∏ s, h s = ∏ k : Fin n, h (left k) * h (right k) := by
  let e : Fin n × Fin 2 ≃ Fin (2 * n) := finProdFinEquiv.trans (finCongr (mul_comm n 2))
  have h0 : ∀ k, e (k, 0) = left k := fun k => Fin.ext (Nat.zero_add _)
  have h1 : ∀ k, e (k, 1) = right k := fun k => Fin.ext (Nat.add_comm 1 (2 * k.val))
  rw [← Equiv.prod_comp e h, Fintype.prod_prod_type]
  refine prod_congr rfl fun k _ => ?_
  rw [Fin.prod_univ_two, h0, h1]

/-- The `n`-th power of a quadratic form is a sum over all ways to fill `2n` slots
with modes, repetitions included. -/
theorem quadratic_pow {ι : Type*} [Fintype ι] (n : ℕ) (A : Matrix ι ι R) (x : ι → R) :
    (∑ i, ∑ j, A i j * x i * x j) ^ n =
      ∑ g : Fin (2 * n) → ι, (∏ k : Fin n, A (g (left k)) (g (right k))) * ∏ s, x (g s) := by
  calc (∑ i, ∑ j, A i j * x i * x j) ^ n
      = ∏ _k : Fin n, ∑ q : ι × ι, A q.1 q.2 * x q.1 * x q.2 := by
        rw [prod_const, card_univ, Fintype.card_fin, Fintype.sum_prod_type]
    _ = ∑ p : Fin n → ι × ι, ∏ k, A (p k).1 (p k).2 * x (p k).1 * x (p k).2 := by
        rw [prod_univ_sum, Fintype.piFinset_univ]
    _ = _ := by
        rw [← Equiv.sum_comp (pairEquiv n ι)]
        refine sum_congr rfl fun g _ => ?_
        rw [prod_pairs, ← prod_mul_distrib]
        refine prod_congr rfl fun k _ => ?_
        change A (g (left k)) (g (right k)) * x (g (left k)) * x (g (right k)) = _
        ring

/-- Reverse the sign of mode `i` and keep all others. -/
def flipSign {ι : Type*} [DecidableEq ι] (i : ι) (δ : ι → ℤˣ) : ι → ℤˣ :=
  fun j => (if j = i then -1 else 1) * δ j

/-- If every mode fills exactly one slot, the sum over signs is the number of sign vectors, `2` to
the number of modes. -/
theorem sign_sum_of_bijective {ι : Type*} [Fintype ι] [DecidableEq ι] {g : ι → ι}
    (hg : Function.Bijective g) :
    ∑ δ : ι → ℤˣ, (∏ i, ((δ i : ℤ) : R)) * ∏ s, ((δ (g s) : ℤ) : R)
      = 2 ^ Fintype.card ι := by
  have h : ∀ δ : ι → ℤˣ,
      (∏ i, ((δ i : ℤ) : R)) * ∏ s, ((δ (g s) : ℤ) : R) = 1 := by
    intro δ
    rw [hg.prod_comp (fun i => ((δ i : ℤ) : R)), ← prod_mul_distrib]
    refine prod_eq_one fun i _ => ?_
    rcases Int.units_eq_one_or (δ i) with h | h <;> simp [h]
  simp only [h]
  simp [Fintype.card_units_int]

/-- If some mode fills no slot, the sum over signs vanishes. -/
theorem sign_sum_of_not_surjective {ι : Type*} [Fintype ι] [DecidableEq ι] {g : ι → ι}
    (hg : ¬ Function.Surjective g) :
    ∑ δ : ι → ℤˣ, (∏ i, ((δ i : ℤ) : R)) * ∏ s, ((δ (g s) : ℤ) : R) = 0 := by
  obtain ⟨i, hi⟩ := not_forall.1 hg
  have hne : ∀ s, g s ≠ i := fun s h => hi ⟨s, h⟩
  have key : ∀ u : ℤˣ, -1 * u ≠ u := by decide
  -- terms cancel in pairs when the sign of the missing mode is reversed
  refine sum_involution (fun δ _ => flipSign i δ) ?_ ?_ (fun _ _ => mem_univ _) ?_
  · intro δ _
    have e1 : ∏ j, ((flipSign i δ j : ℤ) : R) = -∏ j, ((δ j : ℤ) : R) := by
      have e : ∀ j, ((flipSign i δ j : ℤ) : R)
          = (if j = i then -1 else 1) * ((δ j : ℤ) : R) := by
        intro j
        unfold flipSign
        split_ifs <;> simp
      simp only [e, prod_mul_distrib, prod_ite_eq', mem_univ, if_true, neg_one_mul]
    have e2 : ∀ s, flipSign i δ (g s) = δ (g s) := fun s => by
      simp [flipSign, hne s]
    simp only [e1, e2]
    ring
  · intro δ _ _ h
    have h2 := congrFun h i
    simp only [flipSign, ↓reduceIte] at h2
    exact key _ h2
  · intro δ _
    funext j
    by_cases h : j = i <;> simp [flipSign, h]

/-- Polarization formula: the sign-weighted sum of `n`-th powers of the quadratic form
of a `2n × 2n` matrix is `4^n` times its ordered pairing sum. -/
theorem polarization (A : Matrix (Fin (2 * n)) (Fin (2 * n)) R) :
    ∑ δ : Fin (2 * n) → ℤˣ, (∏ i, ((δ i : ℤ) : R)) *
        (∑ i, ∑ j, A i j * ((δ i : ℤ) : R) * ((δ j : ℤ) : R)) ^ n
      = 4 ^ n * orderedPairingSum A := by
  calc _ = ∑ g : Fin (2 * n) → Fin (2 * n), (∏ k : Fin n, A (g (left k)) (g (right k))) *
        ∑ δ : Fin (2 * n) → ℤˣ, (∏ i, ((δ i : ℤ) : R)) * ∏ s, ((δ (g s) : ℤ) : R) := by
        simp only [mul_sum]
        rw [sum_comm]
        refine sum_congr rfl fun δ _ => ?_
        rw [quadratic_pow n A (fun i => ((δ i : ℤ) : R)), mul_sum]
        exact sum_congr rfl fun g _ => mul_left_comm _ _ _
    _ = _ := by
        rw [orderedPairingSum, mul_sum]
        symm
        -- only the permutations among the slot fillings survive
        refine Fintype.sum_of_injective (fun σ : Perm (Fin (2 * n)) => ⇑σ)
          DFunLike.coe_injective _ _ ?_ ?_
        · intro g hg
          have hs : ¬ Function.Surjective g := fun h =>
            hg ⟨Equiv.ofBijective g ⟨Finite.injective_iff_surjective.2 h, h⟩, rfl⟩
          rw [sign_sum_of_not_surjective hs, mul_zero]
        · intro σ
          rw [sign_sum_of_bijective σ.bijective, Fintype.card_fin, pow_mul, mul_comm]
          norm_num

/-- Over a field of characteristic zero, the hafnian is the sign-weighted sum of powers
of the quadratic form, divided by `8^n n!`. -/
theorem hafnian_eq_sign_sum {K : Type*} [Field K] [CharZero K]
    (A : Matrix (Fin (2 * n)) (Fin (2 * n)) K) :
    hafnian A = (∑ δ : Fin (2 * n) → ℤˣ, (∏ i, ((δ i : ℤ) : K)) *
        (∑ i, ∑ j, A i j * ((δ i : ℤ) : K) * ((δ j : ℤ) : K)) ^ n)
      / (8 ^ n * (n.factorial : K)) := by
  have h4 : (4 : K) ^ n ≠ 0 := pow_ne_zero _ (by norm_num)
  have h8 : (8 : K) ^ n = 4 ^ n * 2 ^ n := by rw [← mul_pow]; norm_num
  rw [polarization, hafnian, h8, mul_assoc, mul_div_mul_left _ _ h4]

/-- Two matrices that agree off the diagonal have the same ordered pairing sum. -/
theorem orderedPairingSum_congr {A B : Matrix (Fin (2 * n)) (Fin (2 * n)) R}
    (h : ∀ i j, i ≠ j → A i j = B i j) : orderedPairingSum A = orderedPairingSum B := by
  refine sum_congr rfl fun σ _ => prod_congr rfl fun k _ => h _ _ (σ.injective.ne ?_)
  intro e
  have := congrArg Fin.val e
  simp only [left, right] at this
  omega

/-- Rescaling each mode `i` by a factor `x i` multiplies the ordered pairing sum by the
product of all factors. -/
theorem orderedPairingSum_scale (A : Matrix (Fin (2 * n)) (Fin (2 * n)) R)
    (x : Fin (2 * n) → R) :
    orderedPairingSum (Matrix.of fun i j => x i * A i j * x j)
      = (∏ i, x i) * orderedPairingSum A := by
  rw [orderedPairingSum, orderedPairingSum, mul_sum]
  refine sum_congr rfl fun σ _ => ?_
  rw [← Equiv.prod_comp σ x, prod_pairs, ← prod_mul_distrib]
  refine prod_congr rfl fun k _ => ?_
  rw [Matrix.of_apply]
  ring

/-- For four modes and a symmetric matrix over a field of characteristic zero, the hafnian
is the sum over the three Wick pairings. -/
theorem hafnian_four {K : Type*} [Field K] [CharZero K] (A : Matrix (Fin 4) (Fin 4) K)
    (hA : ∀ i j, A i j = A j i) :
    hafnian (n := 2) A = A 0 1 * A 2 3 + A 0 2 * A 1 3 + A 0 3 * A 1 2 := by
  have e : orderedPairingSum (n := 2) A
      = ∑ σ : Perm (Fin 4), A (σ 0) (σ 1) * A (σ 2) (σ 3) :=
    sum_congr rfl fun σ _ => Fin.prod_univ_two _
  -- the 24 orderings of four modes
  have hu : (univ : Finset (Perm (Fin 4))).val.map (fun σ => (σ 0, σ 1, σ 2, σ 3)) =
      {(0,1,2,3), (0,1,3,2), (0,2,1,3), (0,2,3,1), (0,3,1,2), (0,3,2,1),
       (1,0,2,3), (1,0,3,2), (1,2,0,3), (1,2,3,0), (1,3,0,2), (1,3,2,0),
       (2,0,1,3), (2,0,3,1), (2,1,0,3), (2,1,3,0), (2,3,0,1), (2,3,1,0),
       (3,0,1,2), (3,0,2,1), (3,1,0,2), (3,1,2,0), (3,2,0,1), (3,2,1,0)} := by
    decide +kernel
  have hs : ∑ σ : Perm (Fin 4), A (σ 0) (σ 1) * A (σ 2) (σ 3) =
      (((univ : Finset (Perm (Fin 4))).val.map (fun σ => (σ 0, σ 1, σ 2, σ 3))).map
        (fun q => A q.1 q.2.1 * A q.2.2.1 q.2.2.2)).sum := by
    rw [Multiset.map_map]
    rfl
  have h8 : (2 : K) ^ 2 * (Nat.factorial 2 : K) = 8 := by norm_num [Nat.factorial]
  rw [hafnian, e, hs, hu, h8]
  simp only [Multiset.insert_eq_cons, Multiset.map_cons, Multiset.sum_cons,
    Multiset.map_singleton, Multiset.sum_singleton]
  rw [hA 1 0, hA 2 0, hA 3 0, hA 2 1, hA 3 1, hA 3 2]
  ring

end

end HafnianPolarization
```

```lean
#print axioms HafnianPolarization.hafnian_eq_sign_sum
-- 'HafnianPolarization.hafnian_eq_sign_sum' depends on axioms: [propext, Classical.choice, Quot.sound]
#print axioms HafnianPolarization.orderedPairingSum_congr
-- 'HafnianPolarization.orderedPairingSum_congr' depends on axioms: [propext, Classical.choice, Quot.sound]
#print axioms HafnianPolarization.orderedPairingSum_scale
-- 'HafnianPolarization.orderedPairingSum_scale' depends on axioms: [propext, Classical.choice, Quot.sound]
#print axioms HafnianPolarization.hafnian_four
-- 'HafnianPolarization.hafnian_four' depends on axioms: [propext, Classical.choice, Quot.sound]
```

### From slot fillings to permutations in the proof

`quadratic_pow` expands the power. It uses `pairEquiv`, which identifies a filling of \(2n\) slots with \(n\) ordered pairs, and `prod_pairs`, which groups the signs pair by pair.

The two cases for \(S(g)\) are `sign_sum_of_bijective` and `sign_sum_of_not_surjective`. In the second, `sum_involution` pairs each `δ` with `flipSign i δ`. It asks that paired terms add to zero, that no nonzero term be its own partner, and that two flips restore `δ`. No division by 2 occurs.

In `polarization`, `sum_comm` exchanges the sums over signs and fillings, and `Fintype.sum_of_injective` reduces the fillings to permutations. The normalised formula follows by cancelling \(4^n\).

The diagonal drops out because a permutation never puts one index in two slots; the scaling rule holds because it uses each index once. For four indices, `decide +kernel` confirms the list of 24 permutations, and symmetry collects them into three pairings, each occurring eight times.
